# The Lang–Firsov hopping factor for finitely many modes is a Gaussian in the couplings

An electron displaces the oscillators of the site that it occupies, so a hop to another site involves the oscillators of both sites. Here each mode on the occupied site sits at the minimum of its potential energy, each mode on the empty site is undisplaced, and every mode is in a Gaussian ground state. The hopping factor is the overlap of the two-site oscillator states before and after the hop. Both sites have the same modes, with frequencies $w_i>0$, and the electron couples to mode $i$ of its site through $-L_i(b_i+b_i^\dagger)$, where $b_i$ annihilates a boson of that mode. With $\hbar=1$ the factor equals $\exp(-\sum_i L_i^2/w_i^2)$.

The frequency dependence of a Hubbard interaction obtained from constrained RPA can be represented by local bosons, next to an instantaneous repulsion. For finitely many boson modes that stay in their ground states, this factor multiplies the bare hopping.

## Modes, displacements and clouds

In Lean 4 with Mathlib:

```lean
import Mathlib

open MeasureTheory

namespace LangFirsovHopping

noncomputable section

variable {ι : Type*} [Fintype ι]
```

The type `ι` labels the modes of one site, and `Fintype ι` says that there are finitely many. Both sites have the same set of modes.

```lean
/-- Potential energy of a mode of frequency `w` at dimensionless coordinate `x`, on a site
whose electron pulls on the mode with coupling `L`. -/
def modeEnergy (w L x : ℝ) : ℝ := w * x ^ 2 / 2 - √2 * L * x
```

A `def` introduces a quantity. With $\hbar=1$ and a dimensionless coordinate $x$, the potential energy is
$$E(x)=\tfrac12 w x^2-\sqrt2\,L\,x .$$
The term $-\sqrt2\,L\,x$ is the coupling $-L(b+b^\dagger)$ with $x=(b+b^\dagger)/\sqrt2$, where $b$ is the boson annihilation operator.

```lean
/-- The displacement `d` is relaxed if it minimises the potential energy of the mode. -/
def IsRelaxed (w L d : ℝ) : Prop := ∀ x, modeEnergy w L d ≤ modeEnergy w L x
```

A `Prop` is a statement that may be true or false. This one says that $E(d)\le E(x)$ for all $x$, so $d$ is a global minimiser. Its value is not put in by hand.

```lean
/-- Oscillator ground state, a Gaussian of unit width, translated to the centre `d`. -/
def cloud (d x : ℝ) : ℝ := Real.pi ^ (-1 / 4 : ℝ) * Real.exp (-(x - d) ^ 2 / 2)
```

This is the normalised Gaussian $\phi_d(x)=\pi^{-1/4}e^{-(x-d)^2/2}$. That it is the oscillator ground state is physical input: the file contains no kinetic energy and solves no Schrödinger equation. The width is the same whether or not the site is occupied, so the electron shifts a mode without changing its frequency.

```lean
/-- Overlap integral `G` of the undisplaced Gaussian with its translate by `d`. -/
def cloudOverlap (d : ℝ) : ℝ := ∫ x, cloud 0 x * cloud d x
```

This is $G(d)=\int\phi_0(x)\,\phi_d(x)\,dx$. The wave functions are real, so no complex conjugate appears.

```lean
/-- Wave function of all modes of one site, with mode `i` centred at `d i`. -/
def siteCloud (d x : ι → ℝ) : ℝ := ∏ i, cloud (d i) (x i)
```

The many-mode state of a site is the product $\Phi_d(x)=\prod_i\phi_{d_i}(x_i)$. Here `d` and `x` are functions that assign a real number to each mode.

```lean
/-- Overlap of the two-site oscillator states before and after a hop: first the modes of
site one are displaced by `d` and those of site two are not, afterwards the reverse. -/
def hoppingFactor (d : ι → ℝ) : ℝ :=
  ∫ z : (ι → ℝ) × (ι → ℝ),
    (siteCloud d z.1 * siteCloud 0 z.2) * (siteCloud 0 z.1 * siteCloud d z.2)
```

The variable `z` is a pair: `z.1` holds the coordinates of site one and `z.2` those of site two. The first bracket is the state before the hop, the second the state after it. In `siteCloud 0`, the zero means that every mode has displacement zero.

The Lang–Firsov transformation acts on a whole electron–boson Hamiltonian. What is calculated here is the matrix element that its hopping term acquires between boson ground states, without processes that create or absorb bosons.

## The relaxed displacement

```lean
/-- For positive frequency, the relaxed displacement is `√2 g` with `g = L / w`,
and no other. -/
theorem isRelaxed_iff {w : ℝ} (hw : 0 < w) (L d : ℝ) :
    IsRelaxed w L d ↔ d = √2 * (L / w) := by
  obtain ⟨m, hm⟩ : ∃ m, m = √2 * (L / w) := ⟨_, rfl⟩
  have hwm : w * m = √2 * L := by
    rw [hm]
    field_simp
  -- complete the square around the minimum
  have key : ∀ x, modeEnergy w L x = modeEnergy w L m + w / 2 * (x - m) ^ 2 := by
    intro x
    unfold modeEnergy
    linear_combination (x - m) * hwm
  rw [← hm]
  constructor
  · intro h
    by_contra hne
    have h1 := h m
    rw [key d] at h1
    have h2 : d - m ≠ 0 := sub_ne_zero.mpr hne
    have h3 : 0 < w / 2 * (d - m) ^ 2 := by positivity
    linarith
  · intro h x
    rw [h, key x]
    have h3 : 0 ≤ w / 2 * (x - m) ^ 2 := by positivity
    linarith
```

A `theorem` states a claim, and its proof follows `:=`. This one says that, for $w>0$, $d$ is relaxed if and only if $d=\sqrt2\,L/w$. Put $m=\sqrt2\,L/w$, so that $wm=\sqrt2\,L$. Completing the square gives
$$E(x)=\tfrac12wx^2-wmx=E(m)+\tfrac12w(x-m)^2 ,$$
which is `key`. If $d\ne m$, the last term is positive at $x=d$, so $E(d)>E(m)$ and $d$ is no minimiser. Conversely, the term is never negative, so $m$ is one.

Assuming only $w\ge0$ would not suffice: for $w=L=0$ the energy is flat and every displacement is relaxed.

## The overlap of two Gaussians

```lean
/-- Two oscillator ground states centred at `a` and `b` have overlap
`exp (-(a - b)² / 4)`. -/
theorem integral_cloud_mul_cloud (a b : ℝ) :
    ∫ x, cloud a x * cloud b x = Real.exp (-(a - b) ^ 2 / 4) := by
  have hc : Real.pi ^ (-1 / 4 : ℝ) * Real.pi ^ (-1 / 4 : ℝ) * √Real.pi = 1 := by
    rw [Real.sqrt_eq_rpow, ← Real.rpow_add Real.pi_pos, ← Real.rpow_add Real.pi_pos]
    norm_num
  -- the product is again a Gaussian, centred halfway between the two
  have hprod : ∀ x, cloud a x * cloud b x =
      (Real.pi ^ (-1 / 4 : ℝ) * Real.pi ^ (-1 / 4 : ℝ) * Real.exp (-(a - b) ^ 2 / 4)) *
        Real.exp (-1 * (x - (a + b) / 2) ^ 2) := by
    intro x
    have he : Real.exp (-(x - a) ^ 2 / 2) * Real.exp (-(x - b) ^ 2 / 2) =
        Real.exp (-(a - b) ^ 2 / 4) * Real.exp (-1 * (x - (a + b) / 2) ^ 2) := by
      rw [← Real.exp_add, ← Real.exp_add]
      congr 1
      ring
    unfold cloud
    linear_combination (Real.pi ^ (-1 / 4 : ℝ) * Real.pi ^ (-1 / 4 : ℝ)) * he
  have hg : ∫ x : ℝ, Real.exp (-1 * (x - (a + b) / 2) ^ 2) = √Real.pi := by
    rw [integral_sub_right_eq_self (fun x : ℝ => Real.exp (-1 * x ^ 2)) ((a + b) / 2),
      integral_gaussian, div_one]
  simp_rw [hprod]
  rw [integral_const_mul, hg]
  linear_combination Real.exp (-(a - b) ^ 2 / 4) * hc
```

For centres $a$ and $b$,
$$-\tfrac12(x-a)^2-\tfrac12(x-b)^2=-\tfrac14(a-b)^2-\left(x-\tfrac{a+b}2\right)^2 .$$
This is `he`, in exponential form. Shifting the integration variable leaves $\int e^{-x^2}dx=\sqrt\pi$, which is `hg`. The prefactor $\pi^{-1/2}$ cancels it (`hc`), and the overlap is $e^{-(a-b)^2/4}$. For $a=b$ it is 1, which confirms the normalisation.

## From one mode to many

```lean
/-- The overlap of two many-mode clouds on one site is the product of the overlaps of
the single modes. -/
theorem integral_siteCloud_mul_siteCloud (a b : ι → ℝ) :
    ∫ x, siteCloud a x * siteCloud b x = ∏ i, ∫ y, cloud (a i) y * cloud (b i) y := by
  simp_rw [siteCloud, ← Finset.prod_mul_distrib]
  exact integral_fintype_prod_volume_eq_prod
    (fun i y => cloud (a i) y * cloud (b i) y)
```

The many-dimensional integral factorises:
$$\int\prod_i\phi_{a_i}(x_i)\phi_{b_i}(x_i)\,dx=\prod_i\int\phi_{a_i}(y)\phi_{b_i}(y)\,dy .$$

The Mathlib lemma behind this is `integral_fintype_prod_volume_eq_prod`, Fubini's theorem for a product of one-variable functions. It applies to any finite label type, so the proof here needs no ordering of the modes and no induction of its own on their number. It does need an integrand of the form $\prod_i f_i(x_i)$, whereas the two clouds give a product of two products. The `simp_rw` line merges these into one, and the lemma then receives $f_i(y)=\phi_{a_i}(y)\phi_{b_i}(y)$.

## Both sites rearrange

```lean
/-- Both site clouds rearrange in a hop, so every mode contributes the square of its
overlap integral. -/
theorem hoppingFactor_eq_prod (d : ι → ℝ) :
    hoppingFactor d = ∏ i, cloudOverlap (d i) ^ 2 := by
  calc hoppingFactor d
      = ∫ z : (ι → ℝ) × (ι → ℝ),
          (siteCloud d z.1 * siteCloud 0 z.1) * (siteCloud 0 z.2 * siteCloud d z.2) := by
        unfold hoppingFactor
        congr 1
        funext z
        ring
    _ = (∫ x, siteCloud d x * siteCloud 0 x) * ∫ y, siteCloud 0 y * siteCloud d y :=
        integral_prod_mul (fun x : ι → ℝ => siteCloud d x * siteCloud 0 x)
          (fun y : ι → ℝ => siteCloud 0 y * siteCloud d y)
    _ = ∏ i, cloudOverlap (d i) ^ 2 := by
        rw [integral_siteCloud_mul_siteCloud, integral_siteCloud_mul_siteCloud,
          ← Finset.prod_mul_distrib]
        refine Finset.prod_congr rfl fun i _ => ?_
        simp only [cloudOverlap, integral_cloud_mul_cloud, Pi.zero_apply]
        have h : (d i - 0) ^ 2 = (0 - d i) ^ 2 := by ring
        rw [h, sq (Real.exp _)]
```

The `calc` block is a chain of equalities. It first regroups the four clouds by site and then separates the two integrals:
$$\left(\int\Phi_d\Phi_0\right)\left(\int\Phi_0\Phi_d\right)=\prod_i G(d_i)^2 .$$
Each site contributes one factor $G(d_i)=e^{-d_i^2/4}$ per mode. This holds for any displacements, relaxed or not.

## The exponential factor

```lean
/-- **Lang-Firsov reduction of hopping.** For modes of positive frequencies `w i` and
couplings `L i`, with relaxed displacements on the occupied site, the hopping factor is
`exp (-∑ L i² / w i²)`. -/
theorem hoppingFactor_eq_exp {w L d : ι → ℝ} (hw : ∀ i, 0 < w i)
    (hd : ∀ i, IsRelaxed (w i) (L i) (d i)) :
    hoppingFactor d = Real.exp (-∑ i, L i ^ 2 / w i ^ 2) := by
  rw [hoppingFactor_eq_prod, ← Finset.sum_neg_distrib, Real.exp_sum]
  refine Finset.prod_congr rfl fun i _ => ?_
  -- insert the displacement found by minimising the energy
  rw [(isRelaxed_iff (hw i) (L i) (d i)).1 (hd i), cloudOverlap,
    integral_cloud_mul_cloud, ← Real.exp_nat_mul]
  congr 1
  have h2 : √2 ^ 2 = (2 : ℝ) := Real.sq_sqrt (by norm_num)
  push_cast
  linear_combination (-(L i / w i) ^ 2 / 2) * h2
```

The hypotheses `hw` and `hd` say that every frequency is positive and every displacement relaxed. With $g_i=L_i/w_i$ and $d_i=\sqrt2\,g_i$,
$$G(d_i)^2=\left(e^{-2g_i^2/4}\right)^2=e^{-g_i^2},$$
and the product over modes is $\exp(-\sum_i L_i^2/w_i^2)$. In the proof, `Real.exp_sum` turns the exponential of the sum into a product, and the two sides are compared mode by mode.

Take two modes with $w=(1,5)$ and $L=(0.6,2)$. Then $g=(0.6,0.4)$ and the displacements are about $0.849$ and $0.566$. The squared overlaps are $e^{-0.36}\approx0.698$ and $e^{-0.16}\approx0.852$, and their product is $e^{-0.52}\approx0.595$. The hopping falls to about 59% of its bare value.

## When hopping is strictly reduced

```lean
/-- For modes of positive frequencies with relaxed displacements, the hopping factor is
below one exactly when at least one mode couples to the electron. -/
theorem hoppingFactor_lt_one_iff {w L d : ι → ℝ} (hw : ∀ i, 0 < w i)
    (hd : ∀ i, IsRelaxed (w i) (L i) (d i)) :
    hoppingFactor d < 1 ↔ ∃ i, L i ≠ 0 := by
  rw [hoppingFactor_eq_exp hw hd, ← Real.exp_zero, Real.exp_lt_exp, neg_lt_zero]
  constructor
  · intro h
    by_contra hne
    have h0 : ∀ i, L i = 0 := fun i => by
      by_contra hi
      exact hne ⟨i, hi⟩
    simp [h0] at h
  · rintro ⟨i, hi⟩
    have hwi := hw i
    exact Finset.sum_pos' (fun j _ => by positivity) ⟨i, Finset.mem_univ i, by positivity⟩

end

end LangFirsovHopping
```

The factor is below 1 exactly when $\sum_iL_i^2/w_i^2>0$. No term is negative, so this happens exactly when some $L_i\ne0$. The sign of a coupling is irrelevant, and with no coupled mode the factor is 1.

```lean
#print axioms LangFirsovHopping.hoppingFactor_eq_exp
#print axioms LangFirsovHopping.hoppingFactor_lt_one_iff
```

```
'LangFirsovHopping.hoppingFactor_eq_exp' depends on axioms: [propext, Classical.choice, Quot.sound]
'LangFirsovHopping.hoppingFactor_lt_one_iff' depends on axioms: [propext, Classical.choice, Quot.sound]
```
